# The spin algebra of the Dirac operators $\Sigma_k$

A statement about the Dirac spin operators has to decide what the symbols $\alpha_k$ and $\beta$ are. They could be fixed as four explicit $4\times4$ matrices. Here they are elements of an arbitrary associative algebra $A$ over $\mathbb{C}$ with unit $1$, known only through the relations they obey, so each result holds in every representation and each relation is a hypothesis whose use can be traced. The algebra carries no adjoint and acts on no space of states, so nothing is said about Hermiticity, eigenvalues or dimension.

```lean
import Mathlib

open Complex Matrix
open scoped Kronecker

namespace DiracSpinAlgebra

noncomputable section

variable {A : Type*} [Ring A] [Algebra ℂ A]
```

## The algebra and the objects

`[Ring A]` gives an associative product that need not commute. `[Algebra ℂ A]` gives multiplication by complex scalars, written `•`, and these scalars move freely through products; without it the factor $-i$ (Lean's `-I`) has no meaning. Directions are labelled by `Fin 3`, so $k=0,1,2$ stand for $x,y,z$ (the docstrings count 1, 2, 3), and addition of labels is modulo 3. The cyclic triples are $(k,k+1,k+2)$.

```lean
/-- Three operators `α₁, α₂, α₃` that square to one and anticommute pairwise. -/
structure AnticommInvolutions (α : Fin 3 → A) : Prop where
  sq : ∀ i, α i * α i = 1
  anti : ∀ i j, i ≠ j → α i * α j = -(α j * α i)
```

With $\hbar=1$, the definitions are
$$\Sigma_k=-i\,\alpha_{k+1}\alpha_{k+2},\qquad S_k=\tfrac12\Sigma_k,\qquad \Sigma\cdot a=\sum_k a_k\Sigma_k,\qquad P=\tfrac12(1+\beta),$$
where $a\in\mathbb{C}^3$ and $\beta\in A$.

```lean
/-- The Dirac spin operator `Σ_k = -i α_i α_j` for cyclic `(i, j, k)`. -/
def spinSigma (α : Fin 3 → A) (k : Fin 3) : A := (-I) • (α (k + 1) * α (k + 2))

/-- The spin component `S_k = Σ_k / 2`. -/
def spin (α : Fin 3 → A) (k : Fin 3) : A := (1 / 2 : ℂ) • spinSigma α k

/-- The operator `Σ · a` for a complex three-vector `a`. -/
def sigmaDot (α : Fin 3 → A) (a : Fin 3 → ℂ) : A := ∑ k, a k • spinSigma α k

/-- The operator `P = (1 + β) / 2`. -/
def upperProj (β : A) : A := (1 / 2 : ℂ) • (1 + β)
```

## First and second hypotheses: $\alpha_i^2=1$ and $\alpha_i\alpha_j=-\alpha_j\alpha_i$ for $i\ne j$

These are the fields `sq` and `anti`. In the free Dirac Hamiltonian $H=\alpha\cdot p+\beta m$ (with $c=1$, momentum $p$, mass $m$, and $\alpha\cdot p=\sum_k p_k\alpha_k$) they are the conditions that make $(\alpha\cdot p)^2=p\cdot p$. Here they are assumed.

By hand, one exchange brings equal factors together and two squares remove them:
$$\Sigma_k^2=(-i)^2\,\alpha_{k+1}\alpha_{k+2}\alpha_{k+1}\alpha_{k+2}=(-1)\,(-\alpha_{k+1}^2\alpha_{k+2}^2)=1 .$$
In `spinSigma_mul_self` this is the chain `key`: the exchange is the line with `h.anti`, the squares are `rw [h.sq, h.sq, one_mul]`, and `h1` is $(-i)^2=-1$.

```lean
/-- Each `Σ_k` squares to one. -/
theorem spinSigma_mul_self {α : Fin 3 → A} (h : AnticommInvolutions α) (k : Fin 3) :
    spinSigma α k * spinSigma α k = 1 := by
  have hne : k + 2 ≠ k + 1 := (by decide : ∀ k : Fin 3, k + 2 ≠ k + 1) k
  have h1 : -I * -I = -1 := by rw [neg_mul_neg, I_mul_I]
  -- one anticommutation brings equal factors together
  have key : α (k + 1) * α (k + 2) * (α (k + 1) * α (k + 2)) = -1 :=
    calc _ = α (k + 1) * (α (k + 2) * α (k + 1)) * α (k + 2) := by noncomm_ring
      _ = α (k + 1) * (-(α (k + 1) * α (k + 2))) * α (k + 2) := by rw [h.anti _ _ hne]
      _ = -((α (k + 1) * α (k + 1)) * (α (k + 2) * α (k + 2))) := by noncomm_ring
      _ = -1 := by rw [h.sq, h.sq, one_mul]
  unfold spinSigma
  rw [smul_mul_assoc, mul_smul_comm, smul_smul, key, h1]
  simp
```

For the products of different components, $\Sigma_{k+1}=-i\alpha_{k+2}\alpha_k$ and $\Sigma_{k+2}=-i\alpha_k\alpha_{k+1}$, so that $i\Sigma_{k+2}=\alpha_k\alpha_{k+1}$. Then
$$\Sigma_k\Sigma_{k+1}=-\alpha_{k+1}\alpha_{k+2}^2\alpha_k=-\alpha_{k+1}\alpha_k=\alpha_k\alpha_{k+1}=i\Sigma_{k+2},$$
$$\Sigma_{k+1}\Sigma_k=-\alpha_{k+2}\alpha_k\alpha_{k+1}\alpha_{k+2}=-\alpha_{k+2}^2\alpha_k\alpha_{k+1}=-i\Sigma_{k+2}.$$
The first line is `key1`: one square, then one exchange. The second is `key2`: the right-hand $\alpha_{k+2}$ passes $\alpha_{k+1}$ and $\alpha_k$, the two signs cancel, and one square follows. The equations `e1` to `e4` reduce labels such as $k+1+2$ to $k$, and `h2` is $i\cdot(-i)=1$.

```lean
/-- For cyclic `(i, j, k)`, `Σ_i Σ_j = i Σ_k` and `Σ_j Σ_i = -i Σ_k`. -/
theorem spinSigma_mul_cyclic {α : Fin 3 → A} (h : AnticommInvolutions α) (k : Fin 3) :
    spinSigma α k * spinSigma α (k + 1) = I • spinSigma α (k + 2) ∧
      spinSigma α (k + 1) * spinSigma α k = -(I • spinSigma α (k + 2)) := by
  obtain ⟨e1, e2, e3, e4, n1, n2, n3⟩ := (by decide : ∀ k : Fin 3,
    k + 1 + 1 = k + 2 ∧ k + 1 + 2 = k ∧ k + 2 + 1 = k ∧ k + 2 + 2 = k + 1 ∧
      k + 1 ≠ k ∧ k + 1 ≠ k + 2 ∧ k ≠ k + 2) k
  have h1 : -I * -I = -1 := by rw [neg_mul_neg, I_mul_I]
  have h2 : I * -I = 1 := by rw [mul_neg, I_mul_I, neg_neg]
  -- the repeated factor is adjacent and drops out
  have key1 : α (k + 1) * α (k + 2) * (α (k + 2) * α k) = -(α k * α (k + 1)) :=
    calc _ = α (k + 1) * (α (k + 2) * α (k + 2)) * α k := by noncomm_ring
      _ = -(α k * α (k + 1)) := by rw [h.sq, mul_one, h.anti _ _ n1]
  -- the repeated factor has to pass two others
  have key2 : α (k + 2) * α k * (α (k + 1) * α (k + 2)) = α k * α (k + 1) :=
    calc _ = α (k + 2) * α k * (-(α (k + 2) * α (k + 1))) := by rw [h.anti _ _ n2]
      _ = -(α (k + 2) * (α k * α (k + 2)) * α (k + 1)) := by noncomm_ring
      _ = -(α (k + 2) * (-(α (k + 2) * α k)) * α (k + 1)) := by rw [h.anti _ _ n3]
      _ = (α (k + 2) * α (k + 2)) * (α k * α (k + 1)) := by noncomm_ring
      _ = α k * α (k + 1) := by rw [h.sq, one_mul]
  unfold spinSigma
  rw [e1, e2, e3, e4]
  constructor
  · rw [smul_mul_assoc, mul_smul_comm, smul_smul, smul_smul, key1, h1, h2]
    simp
  · rw [smul_mul_assoc, mul_smul_comm, smul_smul, smul_smul, key2, h1, h2]
    simp
```

The `calc` chains show a pattern that carries over to other operator identities. `noncomm_ring` only rebrackets and moves signs until the pair to be exchanged or squared stands as a subterm, and `rw` then applies `h.anti` or `h.sq` to it; some `rw` steps, such as the one in `key1`, chain two such uses. Index facts for a variable `k` come from `by decide` on the statement quantified over all of `Fin 3`, so the argument is written once for the three directions.

The examples of failure under each hypothesis, and the small cases at the end, are worked on paper and are not Lean theorems. Without `sq`, replace the $\alpha_k$ of a nonzero solution by $i\alpha_k$, which still anticommute but square to $-1$. Each $\Sigma_k$ changes sign, so $\Sigma_k^2=1$ survives while the product becomes $\Sigma_k\Sigma_{k+1}=-i\Sigma_{k+2}$. Without `anti`, take $A=\mathbb{C}$ and all $\alpha_k=1$: then $\Sigma_k=-i$ and the squares add up to $-3$.

## Third hypothesis: $\beta\alpha_i=-\alpha_i\beta$

This is `hβ`, the condition that removes the cross terms between momentum and mass in $H^2$. By hand,
$$\beta\,\alpha_{k+1}\alpha_{k+2}=-\alpha_{k+1}\beta\,\alpha_{k+2}=\alpha_{k+1}\alpha_{k+2}\,\beta ,$$
and multiplication by $-i$ gives $\beta\Sigma_k=\Sigma_k\beta$. The proof uses `hβ (k + 1)` and `hβ (k + 2)` once each. It needs neither `sq` nor `anti`, and no condition on $\beta^2$.

```lean
/-- An operator `β` that anticommutes with every `α_i` commutes with every `Σ_k`. -/
theorem spinSigma_comm_beta {α : Fin 3 → A} {β : A} (hβ : ∀ i, β * α i = -(α i * β))
    (k : Fin 3) : spinSigma α k * β = β * spinSigma α k := by
  -- two sign changes cancel
  have key : β * (α (k + 1) * α (k + 2)) = α (k + 1) * α (k + 2) * β :=
    calc _ = (β * α (k + 1)) * α (k + 2) := by noncomm_ring
      _ = -(α (k + 1) * β) * α (k + 2) := by rw [hβ (k + 1)]
      _ = -(α (k + 1) * (β * α (k + 2))) := by noncomm_ring
      _ = -(α (k + 1) * (-(α (k + 2) * β))) := by rw [hβ (k + 2)]
      _ = α (k + 1) * α (k + 2) * β := by noncomm_ring
  unfold spinSigma
  rw [smul_mul_assoc, mul_smul_comm, key]
```

Without `hβ`, put $\beta=\alpha_0$. It commutes with $\Sigma_0$ but anticommutes with $\Sigma_1=-i\alpha_2\alpha_0$, since only one sign appears.

The main theorem collects the three results. For $\alpha$ obeying the first two hypotheses and $\beta$ the third,
$$[\Sigma_k,\Sigma_{k+1}]=i\Sigma_{k+2}-(-i\Sigma_{k+2})=2i\,\Sigma_{k+2},\qquad \sum_k\Sigma_k^2=1+1+1=3,\qquad \Sigma_k\beta=\beta\Sigma_k ,$$
where $[X,Y]=XY-YX$ and the first and last equations hold for every $k$. The `3` is the element $1+1+1$ of $A$. The commutator is stated for cyclic pairs in the order $(k,k+1)$. After the two products are substituted, `module` compares the complex coefficients of $\Sigma_{k+2}$. Only the last part uses `hβ`.

```lean
/-- For anticommuting involutions `α_i` and `β` anticommuting with them,
`[Σ_i, Σ_j] = 2i Σ_k` cyclically, `Σ₁² + Σ₂² + Σ₃² = 3`, and each `Σ_k` commutes with `β`. -/
theorem spinSigma_algebra {α : Fin 3 → A} {β : A} (h : AnticommInvolutions α)
    (hβ : ∀ i, β * α i = -(α i * β)) :
    (∀ k, spinSigma α k * spinSigma α (k + 1) - spinSigma α (k + 1) * spinSigma α k
        = (2 * I) • spinSigma α (k + 2)) ∧
      ∑ k, spinSigma α k ^ 2 = 3 ∧
      ∀ k, spinSigma α k * β = β * spinSigma α k := by
  refine ⟨fun k => ?_, ?_, spinSigma_comm_beta hβ⟩
  · rw [(spinSigma_mul_cyclic h k).1, (spinSigma_mul_cyclic h k).2]
    module
  · simp only [Fin.sum_univ_three, pow_two, spinSigma_mul_self h]
    norm_num
```

## What follows from the first two hypotheses alone

Dividing by two gives $[S_k,S_{k+1}]=\tfrac14\cdot2i\,\Sigma_{k+2}=iS_{k+2}$ and $\sum_kS_k^2=\tfrac34\cdot1$, the angular momentum relations with the value $s(s+1)$ for spin $s=\tfrac12$. Orbital angular momentum does not enter, so the theorem concerns the spin part only and says nothing on the conservation of total angular momentum.

```lean
/-- The components `S_k = Σ_k / 2` obey `[S_i, S_j] = i S_k` cyclically and
`S₁² + S₂² + S₃² = 3/4`. -/
theorem spin_algebra {α : Fin 3 → A} (h : AnticommInvolutions α) :
    (∀ k, spin α k * spin α (k + 1) - spin α (k + 1) * spin α k = I • spin α (k + 2)) ∧
      ∑ k, spin α k ^ 2 = (3 / 4 : ℂ) • (1 : A) := by
  refine ⟨fun k => ?_, ?_⟩
  · simp only [spin, smul_mul_assoc, mul_smul_comm, (spinSigma_mul_cyclic h k).1,
      (spinSigma_mul_cyclic h k).2]
    module
  · simp only [Fin.sum_univ_three, pow_two, spin, smul_mul_assoc, mul_smul_comm,
      spinSigma_mul_self h]
    module
```

For $a,b\in\mathbb{C}^3$, expand the product into nine terms. The three diagonal terms use $\Sigma_k^2=1$ and the six others pair up:
$$(\Sigma\cdot a)(\Sigma\cdot b)=\sum_k a_kb_k+i\sum_k\,(a_kb_{k+1}-a_{k+1}b_k)\,\Sigma_{k+2}=a\cdot b+i\,\Sigma\cdot(a\times b).$$
The facts `p01` to `p02` are the six off-diagonal products, `c0` to `c2` are the components of `a ⨯₃ b`, `simp only` performs the expansion, and `module` collects coefficients.

```lean
/-- For complex three-vectors, `(Σ · a)(Σ · b) = a · b + i Σ · (a × b)`. -/
theorem sigmaDot_mul {α : Fin 3 → A} (h : AnticommInvolutions α) (a b : Fin 3 → ℂ) :
    sigmaDot α a * sigmaDot α b = (a ⬝ᵥ b) • (1 : A) + I • sigmaDot α (a ⨯₃ b) := by
  have p01 : spinSigma α 0 * spinSigma α 1 = I • spinSigma α 2 := (spinSigma_mul_cyclic h 0).1
  have p12 : spinSigma α 1 * spinSigma α 2 = I • spinSigma α 0 := (spinSigma_mul_cyclic h 1).1
  have p20 : spinSigma α 2 * spinSigma α 0 = I • spinSigma α 1 := (spinSigma_mul_cyclic h 2).1
  have p10 : spinSigma α 1 * spinSigma α 0 = -(I • spinSigma α 2) :=
    (spinSigma_mul_cyclic h 0).2
  have p21 : spinSigma α 2 * spinSigma α 1 = -(I • spinSigma α 0) :=
    (spinSigma_mul_cyclic h 1).2
  have p02 : spinSigma α 0 * spinSigma α 2 = -(I • spinSigma α 1) :=
    (spinSigma_mul_cyclic h 2).2
  have c0 : (a ⨯₃ b) 0 = a 1 * b 2 - a 2 * b 1 := by simp [cross_apply]
  have c1 : (a ⨯₃ b) 1 = a 2 * b 0 - a 0 * b 2 := by simp [cross_apply]
  have c2 : (a ⨯₃ b) 2 = a 0 * b 1 - a 1 * b 0 := by simp [cross_apply]
  simp only [sigmaDot, dotProduct, Fin.sum_univ_three, c0, c1, c2, add_mul, mul_add,
    smul_mul_assoc, mul_smul_comm, spinSigma_mul_self h, p01, p12, p20, p10, p21, p02]
  module
```

The type `Fin 3 → ℂ` is itself a hypothesis: the components are numbers and commute with everything. The $2\times2$ Pauli form of this identity appears when the small component is eliminated from the one-electron Dirac equation, where a magnetic field makes the components of the kinetic momentum non-commuting operators and the cross term becomes the spin–field coupling; the theorem covers numerical components only, as for a free particle of fixed momentum.

## Fourth hypothesis: $n\cdot n=1$

For real $n=p/|p|$ with $p\neq0$ this says that $n$ is a unit vector, and $\Sigma\cdot n$ is twice the helicity operator $\sum_k n_kS_k$. Setting $a=b=n$ gives $(\Sigma\cdot n)^2=n\cdot n+i\,\Sigma\cdot(n\times n)=1$, because $n\times n=0$. The proof rewrites with `sigmaDot_mul h`, `hn` and `cross_self` in that order. The second claim, $(\Sigma\cdot n)\beta=\beta(\Sigma\cdot n)$, follows term by term from `spinSigma_comm_beta` and does not use `hn`.

```lean
/-- Along a direction `n` with `n · n = 1`, the operator `Σ · n` squares to one and
commutes with `β`. -/
theorem sigmaDot_unit {α : Fin 3 → A} {β : A} (h : AnticommInvolutions α)
    (hβ : ∀ i, β * α i = -(α i * β)) (n : Fin 3 → ℂ) (hn : n ⬝ᵥ n = 1) :
    sigmaDot α n * sigmaDot α n = 1 ∧ sigmaDot α n * β = β * sigmaDot α n := by
  constructor
  · rw [sigmaDot_mul h, hn, cross_self]
    simp [sigmaDot]
  · simp only [sigmaDot, Fin.sum_univ_three, add_mul, mul_add, smul_mul_assoc,
      mul_smul_comm, spinSigma_comm_beta hβ]
```

The product `⬝ᵥ` is bilinear, $\sum_kn_kn_k$ with no complex conjugation, so `hn` also admits complex $n$. Without `hn` the square is $(n\cdot n)\,1$; for $n=(1,i,0)$ it is zero, and $\Sigma\cdot n=2(S_0+iS_1)$ is twice the raising operator. The theorem gives commutation of helicity with the mass term of $H$; commutation with $\alpha\cdot p$, the other half of helicity conservation, is not part of it.

## Fifth hypothesis: $\beta^2=1$

With `hβ2` the mass term squares to $m^2$. It is assumed only in the next theorem. By hand,
$$P^2=\tfrac14(1+2\beta+\beta^2)=\tfrac12(1+\beta)=P .$$
The third hypothesis gives $\Sigma_kP=P\Sigma_k$, so for any $x\in A$
$$(P\Sigma_k)(Px)=P^2\Sigma_kx=P\Sigma_kx .$$
Taking $x=\Sigma_k$ gives $(P\Sigma_k)^2=P$, and $x=\Sigma_{k+1}$ gives $(P\Sigma_k)(P\Sigma_{k+1})=iP\Sigma_{k+2}$. These three equations are the statement; the product in the reversed order is not included. In the proof `hP` is the one place where `hβ2` is used, `hc` is the commutation, and `key` is the displayed identity for general `x`.

```lean
/-- If also `β² = 1`, then `P = (1 + β)/2` is idempotent, `(P Σ_k)² = P`, and
`(P Σ_i)(P Σ_j) = i P Σ_k` for cyclic `(i, j, k)`. -/
theorem upperProj_spinSigma {α : Fin 3 → A} {β : A} (h : AnticommInvolutions α)
    (hβ : ∀ i, β * α i = -(α i * β)) (hβ2 : β * β = 1) (k : Fin 3) :
    upperProj β * upperProj β = upperProj β ∧
      (upperProj β * spinSigma α k) * (upperProj β * spinSigma α k) = upperProj β ∧
      (upperProj β * spinSigma α k) * (upperProj β * spinSigma α (k + 1))
        = I • (upperProj β * spinSigma α (k + 2)) := by
  have hP : upperProj β * upperProj β = upperProj β := by
    simp only [upperProj, smul_mul_assoc, mul_smul_comm, add_mul, mul_add, one_mul,
      mul_one, hβ2]
    module
  have hc : spinSigma α k * upperProj β = upperProj β * spinSigma α k := by
    simp only [upperProj, smul_mul_assoc, mul_smul_comm, add_mul, mul_add, one_mul,
      mul_one, spinSigma_comm_beta hβ]
  -- move the second projector through `Σ_k` and absorb it
  have key : ∀ x : A, (upperProj β * spinSigma α k) * (upperProj β * x)
      = upperProj β * (spinSigma α k * x) := fun x =>
    calc _ = upperProj β * (spinSigma α k * upperProj β) * x := by noncomm_ring
      _ = upperProj β * (upperProj β * spinSigma α k) * x := by rw [hc]
      _ = (upperProj β * upperProj β) * (spinSigma α k * x) := by noncomm_ring
      _ = upperProj β * (spinSigma α k * x) := by rw [hP]
  refine ⟨hP, ?_, ?_⟩
  · rw [key, spinSigma_mul_self h, mul_one]
  · rw [key, (spinSigma_mul_cyclic h k).1, mul_smul_comm]
```

Without `hβ2`, $P^2-P=\tfrac14(\beta^2-1)$. Doubling a valid $\beta$ preserves `hβ` and makes this difference $\tfrac34$.

## Small cases and the Dirac representation

The theorems allow the zero algebra, where $1=0$ and every equation holds without content. In $2\times2$ matrices, the Pauli matrices $\alpha_k=\sigma_k$ satisfy the first two hypotheses and give $\Sigma_k=\sigma_k$. A $\beta$ that anticommutes with all three also anticommutes with $\sigma_0\sigma_1\sigma_2=i\cdot1$, which forces $\beta=0$, so the fifth hypothesis fails there. Here $\sigma_0,\sigma_1,\sigma_2$ mean $\sigma_x,\sigma_y,\sigma_z$, as in `pauli`.

```lean
/-- The Pauli matrices `σ_x, σ_y, σ_z`. -/
def pauli : Fin 3 → Matrix (Fin 2) (Fin 2) ℂ :=
  ![!![0, 1; 1, 0], !![0, -I; I, 0], !![1, 0; 0, -1]]
```

The Dirac representation doubles the size, with $\alpha_k=\sigma_0\otimes\sigma_k$ and $\beta=\sigma_2\otimes1$. Rows and columns carry a pair $(u,v)$ in `Fin 2 × Fin 2`: $u$ selects the upper or lower block and $v$ the spin component. In this basis $P$ is the projector on the upper block, which is the source of the name `upperProj`.

```lean
/-- The Dirac-representation matrices `α_k = σ_x ⊗ σ_k`. -/
def diracAlpha (k : Fin 3) : Matrix (Fin 2 × Fin 2) (Fin 2 × Fin 2) ℂ := pauli 0 ⊗ₖ pauli k

/-- The Dirac-representation matrix `β = σ_z ⊗ 1`. -/
def diracBeta : Matrix (Fin 2 × Fin 2) (Fin 2 × Fin 2) ℂ :=
  pauli 2 ⊗ₖ (1 : Matrix (Fin 2) (Fin 2) ℂ)
```

For $2\times2$ matrices $X,Y,X',Y'$ the rule $(X\otimes Y)(X'\otimes Y')=XX'\otimes YY'$ reduces everything to Pauli products:
$$\alpha_i\alpha_j=1\otimes\sigma_i\sigma_j,\qquad \beta\alpha_i=\sigma_2\sigma_0\otimes\sigma_i=-\alpha_i\beta,\qquad \beta^2=1,$$
$$\Sigma_k=-i\,(1\otimes\sigma_{k+1}\sigma_{k+2})=-i\,(1\otimes i\sigma_k)=1\otimes\sigma_k .$$
`dirac_witness` states that these matrices satisfy `sq`, `anti`, `hβ` and $\beta^2=1$, and that $\Sigma_k=1\otimes\sigma_k$. The facts `psq`, `panti` and `q` are checked entry by entry on $2\times2$ matrices, `pcyc` collects the three products of `q` into one statement for variable $k$, and `mul_kronecker_mul` is the product rule, so no $4\times4$ entry is computed. A numerical program can build the same matrices with a Kronecker-product routine, which flattens $(u,v)$ to the row number $2u+v$ (counted from zero), and take the labels $k+1$ and $k+2$ modulo 3; $\Sigma_k$ then comes out block diagonal with $\sigma_k$ in both blocks.

```lean
/-- The four by four Dirac matrices `α_k, β` are anticommuting involutions, and for them
`Σ_k = 1 ⊗ σ_k`. -/
theorem dirac_witness :
    AnticommInvolutions diracAlpha ∧
      (∀ i, diracBeta * diracAlpha i = -(diracAlpha i * diracBeta)) ∧
      diracBeta * diracBeta = 1 ∧
      ∀ k, spinSigma diracAlpha k = (1 : Matrix (Fin 2) (Fin 2) ℂ) ⊗ₖ pauli k := by
  have psq : ∀ i, pauli i * pauli i = 1 := by
    intro i
    fin_cases i <;> ext a b <;> fin_cases a <;> fin_cases b <;>
      simp [pauli, Matrix.mul_apply, Fin.sum_univ_two]
  have panti : ∀ i j, i ≠ j → pauli i * pauli j = (-1 : ℂ) • (pauli j * pauli i) := by
    intro i j hij
    fin_cases i <;> fin_cases j <;>
      first
      | exact absurd rfl hij
      | (ext a b; fin_cases a <;> fin_cases b <;>
          simp [pauli, Matrix.mul_apply, Fin.sum_univ_two])
  have q : pauli 1 * pauli 2 = I • pauli 0 ∧ pauli 2 * pauli 0 = I • pauli 1 ∧
      pauli 0 * pauli 1 = I • pauli 2 := by
    refine ⟨?_, ?_, ?_⟩ <;> ext a b <;> fin_cases a <;> fin_cases b <;>
      simp [pauli, Matrix.mul_apply, Fin.sum_univ_two]
  have pcyc : ∀ k, pauli (k + 1) * pauli (k + 2) = I • pauli k := by
    intro k
    fin_cases k
    exacts [q.1, q.2.1, q.2.2]
  have hI : -I * I = 1 := by rw [neg_mul, I_mul_I, neg_neg]
  refine ⟨⟨fun i => ?_, fun i j hij => ?_⟩, fun i => ?_, ?_, fun k => ?_⟩
  · unfold diracAlpha
    rw [← mul_kronecker_mul, psq 0, psq i, one_kronecker_one]
  · unfold diracAlpha
    rw [← mul_kronecker_mul, ← mul_kronecker_mul, panti i j hij, kronecker_smul,
      neg_one_smul]
  · unfold diracAlpha diracBeta
    rw [← mul_kronecker_mul, ← mul_kronecker_mul, panti 2 0 (by decide), smul_kronecker,
      neg_one_smul, Matrix.one_mul, Matrix.mul_one]
  · unfold diracBeta
    rw [← mul_kronecker_mul, psq 2, Matrix.one_mul, one_kronecker_one]
  · unfold spinSigma diracAlpha
    rw [← mul_kronecker_mul, psq 0, pcyc k, kronecker_smul, smul_smul, hI, one_smul]

end

end DiracSpinAlgebra
```

```lean
#print axioms DiracSpinAlgebra.spinSigma_algebra
#print axioms DiracSpinAlgebra.spin_algebra
#print axioms DiracSpinAlgebra.sigmaDot_unit
#print axioms DiracSpinAlgebra.upperProj_spinSigma
```

```
'DiracSpinAlgebra.spinSigma_algebra' depends on axioms: [propext, Classical.choice, Quot.sound]
'DiracSpinAlgebra.spin_algebra' depends on axioms: [propext, Classical.choice, Quot.sound]
'DiracSpinAlgebra.sigmaDot_unit' depends on axioms: [propext, Classical.choice, Quot.sound]
'DiracSpinAlgebra.upperProj_spinSigma' depends on axioms: [propext, Classical.choice, Quot.sound]
```
